# Detailed balance of time-averaged golden-rule correlation functions for finite Hermitian Hamiltonians

Let $A$ ($n\times n$) and $B$ ($m\times m$) be complex matrices, $V$ an $n\times m$ coupling, $\beta$ a real inverse temperature and $t$ the time, with $\hbar=1$. Put
$$F(t)=\operatorname{tr}\!\big(e^{(it-\beta)A}Ve^{-itB}V^\dagger\big),\qquad G(t)=\operatorname{tr}\!\big(e^{(it-\beta)B}V^\dagger e^{-itA}V\big).$$
Then $F(t)=G(-t-i\beta)$ for all complex $t$. If $A$ and $B$ are Hermitian, the long-time averages of $F$ and $G$ over real $t$ exist and are equal. If also $n,m\ge1$, dividing them by $Z_A=\operatorname{tr}e^{-\beta A}$ and $Z_B=\operatorname{tr}e^{-\beta B}$ gives real $k_f,k_b\ge0$ with $k_fZ_A=k_bZ_B$. In electron-transfer and spin-boson models $A$ and $B$ are the nuclear Hamiltonians of donor and acceptor, and the result applies once these are truncated to a finite basis. Only exactly degenerate donor and acceptor levels contribute to the limits, so in such a truncation $k_f=k_b=0$ for all but finitely many values of the energy offset between donor and acceptor; these limits are not the rate constants of the untruncated model.

## Correlation function, average and rate

In Lean 4 with Mathlib:

```lean
import Mathlib

open Matrix Filter Topology
open Complex (I)

namespace GoldenRuleDetailedBalance

noncomputable section

variable {n m : Type*} [Fintype n] [DecidableEq n] [Fintype m] [DecidableEq m]
```

Here `n` and `m` are finite index sets that label basis states of the two spaces; they may differ in size. `I` is $i$.

```lean
/-- Golden-rule correlation function `tr(e^{(it-β)A} V e^{-itB} V†)` at complex time `t`, for
Hamiltonians `A`, `B` and coupling `V`. -/
def corr (A : Matrix n n ℂ) (B : Matrix m m ℂ) (V : Matrix n m ℂ) (β : ℝ) (t : ℂ) : ℂ :=
  trace (NormedSpace.exp ((I * t - β) • A) * V * NormedSpace.exp ((-(I * t)) • B) * Vᴴ)
```

In `corr`, the dot `•` multiplies a matrix by a number, `*` is the matrix product, `Vᴴ` is $V^\dagger$ and `NormedSpace.exp` is the matrix exponential. So `corr A B V β t` is $F(t)$, and `corr B A Vᴴ β t` is $G(t)$. Time is complex, $\beta$ is any real number, and the thermal weight is not yet normalised.

```lean
/-- Average of a function of real time over the window `[-T, T]`. -/
def timeAvg (f : ℝ → ℂ) (T : ℝ) : ℂ := (2 * T : ℂ)⁻¹ * ∫ t in -T..T, f t
```

This is $\langle f\rangle_T=\frac1{2T}\int_{-T}^{T}f(t)\,dt$ for a window of half-width $T$.

```lean
/-- Partition function `Z = tr e^{-βA}`. -/
def partition (A : Matrix n n ℂ) (β : ℝ) : ℂ := trace (NormedSpace.exp ((-β : ℂ) • A))
```

This is $Z_A$, typed as a complex number because $A$ is still an arbitrary matrix.

```lean
/-- Rate from `A` to `B` on the window `[-T, T]`: the averaged correlation function divided by
the partition function of `A`. -/
def rate (A : Matrix n n ℂ) (B : Matrix m m ℂ) (V : Matrix n m ℂ) (β T : ℝ) : ℂ :=
  timeAvg (fun t : ℝ => corr A B V β t) T / partition A β
```

The forward rate on the window is $\langle F\rangle_T/Z_A$. It is a definition, standing for thermally weighted transfer at second order in $V$, and is not derived from the dynamics. It also differs from Fermi's golden rule, which takes the time integral of $F/Z_A$ and yields $2\pi$ times a delta function in the energy gap, to be summed over a continuum. For Hermitian $A$, $B$ with finitely many levels and $V\ne0$, $F$ does not decay, so the average replaces the integral, a Kronecker delta replaces the delta function, and $k_f$ has the dimension of $|V|^2$. With $\hbar=1$ that is an inverse time squared, so the word "rate" is only a name here and $k_f$ is not a probability per unit time.

```lean
variable {A : Matrix n n ℂ} {B : Matrix m m ℂ}

/-- Unitary matrix whose columns are the eigenvectors of a Hermitian Hamiltonian. -/
def eigvecs (hA : A.IsHermitian) : Matrix n n ℂ := hA.eigenvectorUnitary
```

The argument `hA` is the hypothesis $A=A^\dagger$, passed like a variable. It yields a unitary $U_A$ whose columns are orthonormal eigenvectors $|a\rangle$, with real energies $E_a$ written `hA.eigenvalues a`. For $B$ these are $U_B$, $|b\rangle$ and $E'_b$.

```lean
/-- Matrix elements `W_ab = ⟨a|V|b⟩` between eigenvectors of `A` and of `B`. -/
def coupling (hA : A.IsHermitian) (hB : B.IsHermitian) (V : Matrix n m ℂ) : Matrix n m ℂ :=
  (eigvecs hA)ᴴ * V * eigvecs hB
```

This is $W=U_A^\dagger VU_B$, with $W_{ab}=\langle a|V|b\rangle$.

```lean
/-- Sum of `e^{-β E_a} |W_ab|²` over the pairs of eigenstates with equal energy. -/
def resonantSum (hA : A.IsHermitian) (hB : B.IsHermitian) (V : Matrix n m ℂ) (β : ℝ) : ℝ :=
  ∑ a, ∑ b, if hA.eigenvalues a = hB.eigenvalues b then
    Real.exp (-β * hA.eigenvalues a) * Complex.normSq (coupling hA hB V a b) else 0
```

With `Complex.normSq` the squared modulus,
$$R=\sum_{a,b:\;E_a=E'_b}e^{-\beta E_a}|W_{ab}|^2 .$$
Resonance means exact equality of energies. If the two spectra share no eigenvalue, $R=0$.

## The shift in imaginary time

```lean
/-- KMS-type relation: the forward function at time `t` equals the backward function at time
`-t - iβ`, for all square `A`, `B` and all complex `t`. -/
theorem corr_kms (A : Matrix n n ℂ) (B : Matrix m m ℂ) (V : Matrix n m ℂ) (β : ℝ) (t : ℂ) :
    corr A B V β t = corr B A Vᴴ β (-t - I * β) := by
  have e1 : I * (-t - I * β) - β = -(I * t) := by linear_combination (-β : ℂ) * Complex.I_sq
  have e2 : -(I * (-t - I * β)) = I * t - β := by linear_combination (β : ℂ) * Complex.I_sq
  unfold corr
  -- cyclicity of the trace
  rw [e1, e2, conjTranspose_conjTranspose, Matrix.mul_assoc, trace_mul_comm, ← Matrix.mul_assoc]
```

A theorem lists its hypotheses before the colon, its claim after it, and its proof after `by`. Here $A$, $B$, $V$, $\beta$ and $t$ are all free. Set $s=-t-i\beta$. Then $is=-it+\beta$, so $is-\beta=-it$ (`e1`) and $-is=it-\beta$ (`e2`). Hence
$$G(s)=\operatorname{tr}\!\big(e^{-itB}V^\dagger\,e^{(it-\beta)A}V\big)=F(t),$$
where the last step moves the first two factors to the back of the trace (`trace_mul_comm`). For $B=A$ with $A$ Hermitian this is the Kubo–Martin–Schwinger (KMS) relation of a finite Gibbs state, for the operator pair $V,V^\dagger$. The later theorems do not call `corr_kms`; they reach detailed balance through a sum over states.

## Sum over eigenstates

```lean
/-- For Hermitian `A`, `e^{zA} = U diag(e^{z E_a}) U†` with `U` the eigenvector matrix. -/
theorem exp_smul_spectral (hA : A.IsHermitian) (z : ℂ) :
    NormedSpace.exp (z • A) =
      eigvecs hA * diagonal (fun a => Complex.exp (z * hA.eigenvalues a)) * (eigvecs hA)ᴴ := by
  have hU : eigvecs hA * (eigvecs hA)ᴴ = 1 := mem_unitaryGroup_iff.mp hA.eigenvectorUnitary.2
  have hinv : (eigvecs hA)⁻¹ = (eigvecs hA)ᴴ := inv_eq_right_inv hU
  have hunit : IsUnit (eigvecs hA) := ⟨⟨_, _, hU, mul_eq_one_comm.1 hU⟩, rfl⟩
  have hs : A = eigvecs hA * diagonal (fun a => (hA.eigenvalues a : ℂ)) * (eigvecs hA)ᴴ := by
    have h := hA.spectral_theorem
    rw [Unitary.conjStarAlgAut_apply] at h
    exact h
  have hd : diagonal (fun a => z * (hA.eigenvalues a : ℂ)) =
      z • diagonal (fun a => (hA.eigenvalues a : ℂ)) := by
    ext i j
    by_cases h : i = j <;> simp [diagonal, h]
  have hz : z • A =
      eigvecs hA * diagonal (fun a => z * (hA.eigenvalues a : ℂ)) * (eigvecs hA)⁻¹ := by
    rw [hinv, hd, Matrix.mul_smul, Matrix.smul_mul]
    exact congrArg (z • ·) hs
  have he : (NormedSpace.exp (fun a => z * (hA.eigenvalues a : ℂ)) : n → ℂ) =
      fun a => Complex.exp (z * hA.eigenvalues a) := by
    funext a
    rw [Pi.coe_exp, Complex.exp_eq_exp_ℂ]
  rw [hz, Matrix.exp_conj _ _ hunit, Matrix.exp_diagonal, hinv, he]
```

The claim is $e^{zA}=U_A\,\mathrm{diag}(e^{zE_a})\,U_A^\dagger$ for complex $z$. The spectral theorem gives $A=U_A\,\mathrm{diag}(E_a)\,U_A^\dagger$ (`hs`), and unitarity gives $U_A^{-1}=U_A^\dagger$ (`hinv`), so $zA=U_A\,\mathrm{diag}(zE_a)\,U_A^{-1}$ (`hz`). The exponential commutes with conjugation (`Matrix.exp_conj`) and acts entry by entry on a diagonal matrix (`Matrix.exp_diagonal`).

```lean
/-- Sum-over-states form `F(t) = ∑_{ab} e^{(it-β)E_a} e^{-it E'_b} |W_ab|²`. -/
theorem corr_spectral (hA : A.IsHermitian) (hB : B.IsHermitian) (V : Matrix n m ℂ) (β : ℝ)
    (t : ℂ) : corr A B V β t = ∑ a, ∑ b, Complex.exp ((I * t - β) * hA.eigenvalues a) *
      Complex.exp (-(I * t) * hB.eigenvalues b) * Complex.normSq (coupling hA hB V a b) := by
  have key : ∀ (D : Matrix n n ℂ) (D' : Matrix m m ℂ),
      trace (eigvecs hA * D * (eigvecs hA)ᴴ * V * (eigvecs hB * D' * (eigvecs hB)ᴴ) * Vᴴ) =
        trace (D * coupling hA hB V * D' * (coupling hA hB V)ᴴ) := by
    intro D D'
    calc _ = trace (eigvecs hA *
          (D * (eigvecs hA)ᴴ * V * eigvecs hB * D' * (eigvecs hB)ᴴ * Vᴴ)) := by
          simp only [Matrix.mul_assoc]
      _ = _ := by
          rw [trace_mul_comm]
          simp only [coupling, conjTranspose_mul, conjTranspose_conjTranspose, Matrix.mul_assoc]
  rw [corr, exp_smul_spectral hA, exp_smul_spectral hB, key]
  simp only [trace, diag_apply]
  refine Finset.sum_congr rfl fun a _ => ?_
  rw [Matrix.mul_apply]
  refine Finset.sum_congr rfl fun b _ => ?_
  simp only [mul_diagonal, diagonal_mul, conjTranspose_apply, Complex.star_def,
    ← Complex.mul_conj]
  ring
```

Let $A$ and $B$ be Hermitian. Write $D=\mathrm{diag}(e^{(it-\beta)E_a})$ and $D'=\mathrm{diag}(e^{-itE'_b})$. Moving $U_A$ around the trace, which is the step `key`,
$$F(t)=\operatorname{tr}(U_ADU_A^\dagger VU_BD'U_B^\dagger V^\dagger)=\operatorname{tr}(DWD'W^\dagger)=\sum_{a,b}e^{(it-\beta)E_a}e^{-itE'_b}|W_{ab}|^2 .$$
The remaining lines expand the trace in components and use $W_{ab}W_{ab}^*=|W_{ab}|^2$.

## Long-time averages

```lean
/-- The long-time average of `e^{iωt}` is `1` for `ω = 0` and `0` otherwise. -/
theorem avg_phase (ω : ℝ) :
    Tendsto (timeAvg fun t => Complex.exp (I * ω * t)) atTop (𝓝 (if ω = 0 then 1 else 0)) := by
  split_ifs with h
  · subst h
    refine tendsto_const_nhds.congr' ?_
    filter_upwards [eventually_gt_atTop (0 : ℝ)] with T hT
    have hT' : (T : ℂ) ≠ 0 := Complex.ofReal_ne_zero.2 hT.ne'
    have hI : ∫ t in -T..T, Complex.exp (I * (0 : ℝ) * t) = 2 * T := by simp [two_mul]
    rw [timeAvg, hI, inv_mul_cancel₀ (mul_ne_zero two_ne_zero hT')]
  · have hc : I * (ω : ℂ) ≠ 0 := mul_ne_zero Complex.I_ne_zero (Complex.ofReal_ne_zero.2 h)
    have hn : ∀ s : ℝ, ‖Complex.exp (I * ω * s)‖ = 1 := by
      intro s
      rw [Complex.norm_exp]
      simp
    have h2 : Tendsto (fun T : ℝ => 2 * T) atTop atTop := tendsto_id.const_mul_atTop two_pos
    have h3 : Tendsto (fun T : ℝ => (2 * T)⁻¹ * (2 / ‖I * (ω : ℂ)‖)) atTop (𝓝 0) := by
      have := (tendsto_inv_atTop_zero.comp h2).mul_const (2 / ‖I * (ω : ℂ)‖)
      rw [zero_mul] at this
      exact this
    -- the integral stays bounded by 2/|ω| while the window grows
    refine squeeze_zero_norm' ?_ h3
    filter_upwards [eventually_gt_atTop (0 : ℝ)] with T hT
    have hT2 : ‖(2 * T : ℂ)‖ = 2 * T := by simp [abs_of_pos hT]
    rw [timeAvg, integral_exp_mul_complex hc, norm_mul, norm_inv, norm_div, hT2]
    gcongr
    exact (norm_sub_le _ _).trans (by rw [hn, hn]; norm_num)
```

`Tendsto f atTop (𝓝 L)` says $f(T)\to L$ as $T\to\infty$. For a real frequency $\omega=0$ the integral is $2T$ (`hI`), so the average is $1$ for every $T>0$. For $\omega\ne0$,
$$\big|\langle e^{i\omega t}\rangle_T\big|=\frac1{2T}\left|\frac{e^{i\omega T}-e^{-i\omega T}}{i\omega}\right|\le\frac1{2T}\cdot\frac2{|\omega|}.$$
The integral comes from `integral_exp_mul_complex`, `hn` gives modulus $1$ to each phase, `h3` sends the bound to $0$, and `squeeze_zero_norm'` draws the conclusion.

```lean
/-- The long-time average of a finite sum `∑ c_p e^{iω_p t}` keeps the terms with `ω_p = 0`. -/
theorem avg_trig_sum {ι : Type*} [Fintype ι] (c : ι → ℂ) (ω : ι → ℝ) :
    Tendsto (timeAvg fun t => ∑ p, c p * Complex.exp (I * ω p * t)) atTop
      (𝓝 (∑ p, c p * if ω p = 0 then 1 else 0)) := by
  have h : (timeAvg fun t => ∑ p, c p * Complex.exp (I * ω p * t)) =
      fun T => ∑ p, c p * timeAvg (fun t => Complex.exp (I * ω p * t)) T := by
    funext T
    have hint : ∀ p ∈ (Finset.univ : Finset ι), IntervalIntegrable
        (fun t : ℝ => c p * Complex.exp (I * ω p * t)) MeasureTheory.volume (-T) T :=
      fun p _ => Continuous.intervalIntegrable (by fun_prop) _ _
    simp only [timeAvg]
    rw [intervalIntegral.integral_finsetSum hint, Finset.mul_sum]
    refine Finset.sum_congr rfl fun p _ => ?_
    rw [intervalIntegral.integral_const_mul]
    ring
  rw [h]
  exact tendsto_finsetSum _ fun p _ => (avg_phase (ω p)).const_mul (c p)
```

For finitely many complex $c_p$ and real $\omega_p$, $\langle\sum_pc_pe^{i\omega_pt}\rangle_T\to\sum_{p:\,\omega_p=0}c_p$. The step `h` exchanges sum and average, each term being continuous and so integrable. Then `tendsto_finsetSum` takes the limit term by term, which, like the exchange in `h`, relies on the sum being finite.

```lean
/-- The long-time average of the forward function `F` is the resonant sum. -/
theorem avg_forward (hA : A.IsHermitian) (hB : B.IsHermitian) (V : Matrix n m ℂ) (β : ℝ) :
    Tendsto (timeAvg fun t : ℝ => corr A B V β t) atTop (𝓝 (resonantSum hA hB V β : ℂ)) := by
  have hp : ∀ t : ℝ, corr A B V β t = ∑ p : n × m,
      Complex.exp (-β * hA.eigenvalues p.1) * Complex.normSq (coupling hA hB V p.1 p.2) *
        Complex.exp (I * (hA.eigenvalues p.1 - hB.eigenvalues p.2 : ℝ) * t) := by
    intro t
    rw [corr_spectral hA hB, ← Fintype.sum_prod_type']
    refine Finset.sum_congr rfl fun p _ => ?_
    -- split into Boltzmann factor and Bohr-frequency phase
    have e : Complex.exp ((I * t - β) * hA.eigenvalues p.1) *
        Complex.exp (-(I * t) * hB.eigenvalues p.2) = Complex.exp (-β * hA.eigenvalues p.1) *
        Complex.exp (I * (hA.eigenvalues p.1 - hB.eigenvalues p.2 : ℝ) * t) := by
      rw [← Complex.exp_add, ← Complex.exp_add]
      congr 1
      push_cast
      ring
    rw [e]
    ring
  have hL : (resonantSum hA hB V β : ℂ) = ∑ p : n × m,
      Complex.exp (-β * hA.eigenvalues p.1) * Complex.normSq (coupling hA hB V p.1 p.2) *
        if hA.eigenvalues p.1 - hB.eigenvalues p.2 = 0 then 1 else 0 := by
    rw [resonantSum, ← Fintype.sum_prod_type', Complex.ofReal_sum]
    refine Finset.sum_congr rfl fun p _ => ?_
    by_cases h : hA.eigenvalues p.1 = hB.eigenvalues p.2
    · rw [if_pos h, if_pos (sub_eq_zero.2 h)]
      push_cast
      ring
    · rw [if_neg h, if_neg (sub_ne_zero.2 h)]
      simp
  rw [hL, funext hp]
  exact avg_trig_sum _ _
```

The claim is $\langle F\rangle_T\to R$ for Hermitian $A$ and $B$. For real $t$, `hp` regroups the exponents over pairs $p=(a,b)$:
$$F(t)=\sum_{a,b}e^{-\beta E_a}|W_{ab}|^2\,e^{i(E_a-E'_b)t}.$$
This is a sum of the previous kind with $\omega_p=E_a-E'_b$, and `hL` identifies the surviving terms with $R$.

```lean
/-- The long-time average of the backward function `G` is the same resonant sum as for `F`. -/
theorem avg_backward (hA : A.IsHermitian) (hB : B.IsHermitian) (V : Matrix n m ℂ) (β : ℝ) :
    Tendsto (timeAvg fun t : ℝ => corr B A Vᴴ β t) atTop (𝓝 (resonantSum hA hB V β : ℂ)) := by
  have hc : coupling hB hA Vᴴ = (coupling hA hB V)ᴴ := by
    simp only [coupling, conjTranspose_mul, conjTranspose_conjTranspose, Matrix.mul_assoc]
  have hs : resonantSum hB hA Vᴴ β = resonantSum hA hB V β := by
    unfold resonantSum
    rw [Finset.sum_comm]
    refine Finset.sum_congr rfl fun a _ => Finset.sum_congr rfl fun b _ => ?_
    rw [hc, conjTranspose_apply, Complex.star_def, Complex.normSq_conj]
    -- on resonance the two Boltzmann factors coincide
    by_cases h : hA.eigenvalues a = hB.eigenvalues b
    · rw [if_pos h, if_pos h.symm, h]
    · rw [if_neg h, if_neg (Ne.symm h)]
  rw [← hs]
  exact avg_forward hB hA Vᴴ β
```

The claim is $\langle G\rangle_T\to R$, again for Hermitian $A$ and $B$. The previous theorem with the roles exchanged has coupling $U_B^\dagger V^\dagger U_A=W^\dagger$ (`hc`), so the limit is $\sum_{b,a:\,E'_b=E_a}e^{-\beta E'_b}|(W^\dagger)_{ba}|^2$. Now $|(W^\dagger)_{ba}|^2=|W_{ab}|^2$, and on resonance $e^{-\beta E'_b}=e^{-\beta E_a}$, so this sum is $R$ (`hs`).

## Detailed balance

```lean
/-- The partition function of a Hermitian Hamiltonian is the sum of its Boltzmann factors. -/
theorem partition_spectral (hA : A.IsHermitian) (β : ℝ) :
    partition A β = ((∑ a, Real.exp (-β * hA.eigenvalues a) : ℝ) : ℂ) := by
  have hU : (eigvecs hA)ᴴ * eigvecs hA = 1 := mem_unitaryGroup_iff'.mp hA.eigenvectorUnitary.2
  rw [partition, exp_smul_spectral hA, trace_mul_comm, ← Matrix.mul_assoc, hU, Matrix.one_mul,
    trace_diagonal]
  simp
```

By cyclicity and $U_A^\dagger U_A=1$, $Z_A=\operatorname{tr}\big(U_A\,\mathrm{diag}(e^{-\beta E_a})\,U_A^\dagger\big)=\sum_ae^{-\beta E_a}$, a real number.

```lean
/-- Detailed balance: the partition functions are nonzero, and the forward and backward rates
converge at long times to real `k_f, k_b ≥ 0` with `k_f Z_A = k_b Z_B`. -/
theorem detailed_balance [Nonempty n] [Nonempty m] (hA : A.IsHermitian) (hB : B.IsHermitian)
    (V : Matrix n m ℂ) (β : ℝ) :
    partition A β ≠ 0 ∧ partition B β ≠ 0 ∧ ∃ kf kb : ℝ, 0 ≤ kf ∧ 0 ≤ kb ∧
      Tendsto (rate A B V β) atTop (𝓝 (kf : ℂ)) ∧ Tendsto (rate B A Vᴴ β) atTop (𝓝 (kb : ℂ)) ∧
      kf * partition A β = kb * partition B β := by
  have hZA : 0 < ∑ a, Real.exp (-β * hA.eigenvalues a) :=
    Finset.sum_pos (fun _ _ => Real.exp_pos _) Finset.univ_nonempty
  have hZB : 0 < ∑ b, Real.exp (-β * hB.eigenvalues b) :=
    Finset.sum_pos (fun _ _ => Real.exp_pos _) Finset.univ_nonempty
  have hA0 : partition A β ≠ 0 := by
    rw [partition_spectral hA]
    exact Complex.ofReal_ne_zero.2 hZA.ne'
  have hB0 : partition B β ≠ 0 := by
    rw [partition_spectral hB]
    exact Complex.ofReal_ne_zero.2 hZB.ne'
  have hR : 0 ≤ resonantSum hA hB V β := by
    refine Finset.sum_nonneg fun a _ => Finset.sum_nonneg fun b _ => ?_
    split_ifs
    · exact mul_nonneg (Real.exp_pos _).le (Complex.normSq_nonneg _)
    · exact le_rfl
  refine ⟨hA0, hB0, _, _, div_nonneg hR hZA.le, div_nonneg hR hZB.le, ?_, ?_, ?_⟩
  · rw [Complex.ofReal_div, ← partition_spectral hA β]
    exact (avg_forward hA hB V β).div_const _
  · rw [Complex.ofReal_div, ← partition_spectral hB β]
    exact (avg_backward hA hB V β).div_const _
  · rw [Complex.ofReal_div, Complex.ofReal_div, ← partition_spectral hA β,
      ← partition_spectral hB β, div_mul_cancel₀ _ hA0, div_mul_cancel₀ _ hB0]

end

end GoldenRuleDetailedBalance
```

```lean
#print axioms GoldenRuleDetailedBalance.corr_kms
#print axioms GoldenRuleDetailedBalance.detailed_balance
```

```
'GoldenRuleDetailedBalance.corr_kms' depends on axioms: [propext, Classical.choice, Quot.sound]
'GoldenRuleDetailedBalance.detailed_balance' depends on axioms: [propext, Classical.choice, Quot.sound]
```

`[Nonempty n]` and `[Nonempty m]` say that each space has at least one state, `∧` is "and" and `∃` is "there exist". For Hermitian $A$ and $B$ the theorem states that $Z_A\ne0$, $Z_B\ne0$, and that there are real $k_f,k_b\ge0$ with $\langle F\rangle_T/Z_A\to k_f$, $\langle G\rangle_T/Z_B\to k_b$ and $k_fZ_A=k_bZ_B$. Each $Z$ is a nonempty sum of positive terms (`hZA`, `hZB`), and $R$ is a sum of nonnegative terms (`hR`). The proof takes $k_f=R/Z_A$ and $k_b=R/Z_B$, divides the two limits by these constants (`div_const`), and reduces both sides of the balance to $R$. The product form covers $R=0$, where both rates vanish. For one state on each side with energies $E$, $E'$ and coupling $v$, both rates are $|v|^2$ if $E=E'$ and $0$ otherwise. The balance is a statement about the limit, with nothing asserted at finite $T$, and an oscillator bath with unbounded Hamiltonians or a continuous spectrum is not covered.

## A non-Hermitian example and a variant with shifted energies

The example and the variant below are worked in ordinary algebra and are not theorems of the file. Take $1\times1$ matrices $A=(-i)$, $B=(0)$, $V=(1)$. Then $F(t)=e^{(it-\beta)(-i)}=e^{i\beta}e^{t}$ and $Z_A=e^{i\beta}$, so $\langle F\rangle_T/Z_A=\sinh T/T$, which diverges. The relation $F(t)=G(-t-i\beta)$ still holds, with $G(t)=e^{-t}$, but in this example the Bohr frequency is $-i$, which is not real, and $k_f$ does not exist. So Hermiticity cannot simply be dropped from the theorem, although some non-Hermitian pairs, such as $A=B=(-i)$, still have a limit.

For the variant, let $A$ and $B$ be Hermitian again and replace $B$ by $B+\omega\mathbb 1$ with real $\omega$. This multiplies $F$ by $e^{-i\omega t}$ and $G$ by $e^{-\beta\omega}e^{i\omega t}$, so equality of the averages becomes
$$\lim_{T\to\infty}\langle e^{-i\omega t}F\rangle_T=e^{-\beta\omega}\lim_{T\to\infty}\langle e^{i\omega t}G\rangle_T ,$$
the Boltzmann relation between the forward and backward weights of transitions with $E_a-E'_b=\omega$.
